# The one-dimensional potential $(n')^2$ has no parent density functional, and its virial energy can depend on the origin

In density functional theory an exchange potential is sometimes modelled directly, without an energy functional behind it. An energy can then be assigned through the virial expression, which in one dimension reads

$$E[n]=-\int n(x)\,x\,v'(x)\,dx .$$

The factor $x$ refers to a coordinate origin. Does the energy change when the whole density is moved? For the toy potential $v[n]=(n')^2$ it can, and this potential is not the functional derivative of any functional. The proof given here uses variations that change the particle number.

```lean
import Mathlib

open MeasureTheory Filter Topology

namespace VirialOriginDependence

noncomputable section
```

## Densities, potential and functional derivative

A density $n:\mathbb R\to\mathbb R$ is twice continuously differentiable, compactly supported and nonnegative. Its integral is not fixed.

```lean
/-- An admissible density on the line: twice continuously differentiable, compactly supported
and nonnegative. -/
structure IsDensity (n : ℝ → ℝ) : Prop where
  smooth : ContDiff ℝ 2 n
  compact : HasCompactSupport n
  nonneg : ∀ x, 0 ≤ n x
```

The potential is a local function of the slope, with its prefactor set to one. It is chosen for simplicity and does not approximate a real exchange potential.

```lean
/-- The model potential `v[n] = (n')²`. -/
def modelPotential (n : ℝ → ℝ) (x : ℝ) : ℝ := deriv n x ^ 2
```

The virial energy follows the formula above.

```lean
/-- The virial energy `-∫ n x v'` of the model potential. -/
def virialEnergy (n : ℝ → ℝ) : ℝ := -∫ x, n x * (x * deriv (modelPotential n) x)
```

A functional $F$ has derivative $v$ if, for each density $n$ and each allowed direction $h$,

$$\left.\frac{d}{dt}F[n+th]\right|_{t=0}=\int v[n]\,h\,dx .$$

Here $h$ is $C^2$ with compact support, and $n+th$ must stay nonnegative for small $t$ of either sign. In Lean, `F` is any real-valued map on functions; no translation invariance or scaling is assumed. Since $h$ need not integrate to zero, the definition does not cover derivatives taken only at fixed particle number.

```lean
/-- `v` is the functional derivative of `F`: at every density `n`, and along every compactly
supported `C²` direction `h` that keeps the density nonnegative for small steps, `F` changes at the
rate `∫ v[n] h`. -/
def IsFunctionalDerivative (F : (ℝ → ℝ) → ℝ) (v : (ℝ → ℝ) → ℝ → ℝ) : Prop :=
  ∀ n h : ℝ → ℝ, IsDensity n → ContDiff ℝ 2 h → HasCompactSupport h →
    (∀ᶠ t in 𝓝 (0 : ℝ), ∀ x, 0 ≤ n x + t * h x) →
    HasDerivAt (fun t : ℝ => F (fun x => n x + t * h x)) (∫ x, v n x * h x) 0
```

The test density is $x^4(1-x)^3$ on $[0,1]$ and zero elsewhere, written with a maximum.

```lean
/-- A lopsided density living on the interval from 0 to 1. -/
def skewDensity (x : ℝ) : ℝ := x * max (x * (1 - x)) 0 ^ 3
```

## The net force and the shift of the energy

Since $n$ is $C^2$, its slope is $C^1$, so $v=(n')^2$ can be differentiated once.

```lean
/-- The slope of a twice continuously differentiable density is continuously differentiable. -/
theorem contDiff_slope {n : ℝ → ℝ} (h : ContDiff ℝ 2 n) : ContDiff ℝ 1 (deriv n) := by
  have h' : ContDiff ℝ (1 + 1) n := by
    rw [one_add_one_eq_two]
    exact h
  exact (contDiff_succ_iff_deriv.1 h').2.2
```

The potential exerts the net force $-\int n\,v'\,dx$ on the density. Integration by parts has no boundary terms, because $n$ has compact support:

$$\int n\,v'\,dx=-\int n'\,v\,dx=-\int (n')^3dx .$$

The proof supplies the integrability of each product from continuity and compact support.

```lean
/-- The density-weighted gradient of the model potential integrates to `-∫ (n')³`. -/
theorem integral_density_mul_gradient {n : ℝ → ℝ} (hn : ContDiff ℝ 2 n)
    (hc : HasCompactSupport n) :
    ∫ x, n x * deriv (modelPotential n) x = -∫ x, deriv n x ^ 3 := by
  have h1 := contDiff_slope hn
  have hv : ContDiff ℝ 1 (modelPotential n) := h1.pow 2
  have hw : Continuous (deriv (modelPotential n)) := (contDiff_one_iff_deriv.1 hv).2
  have hd : ∀ x, HasDerivAt n (deriv n x) x := fun x =>
    (hn.differentiable (by norm_num) x).hasDerivAt
  have hdv : ∀ x, HasDerivAt (modelPotential n) (deriv (modelPotential n) x) x := fun x =>
    (hv.differentiable (by norm_num) x).hasDerivAt
  -- boundary terms vanish because the density has compact support
  have key := integral_mul_deriv_eq_deriv_mul_of_integrable
    (fun x _ => hd x) (fun x _ => hdv x)
    ((hn.continuous.mul hw).integrable_of_hasCompactSupport hc.mul_right)
    ((h1.continuous.mul hv.continuous).integrable_of_hasCompactSupport hc.deriv.mul_right)
    ((hn.continuous.mul hv.continuous).integrable_of_hasCompactSupport hc.mul_right)
  rw [key]
  congr 1
  refine integral_congr_ae (Eventually.of_forall fun x => ?_)
  simp only [modelPotential]
  ring
```

Let $n_a(x)=n(x-a)$. Its potential is $v[n](x-a)$, and substituting $y=x-a$ gives

$$E[n_a]=-\int n(y)\,(y+a)\,v'(y)\,dy=E[n]-a\int n\,v'\,dy=E[n]+a\int (n')^3dy .$$

The substitution is `shift` in the proof. Nonnegativity is not needed here.

```lean
/-- Translating the density by `a` changes the virial energy by `a ∫ (n')³`. -/
theorem virialEnergy_translate {n : ℝ → ℝ} (hn : ContDiff ℝ 2 n)
    (hc : HasCompactSupport n) (a : ℝ) :
    virialEnergy (fun x => n (x - a)) = virialEnergy n + a * ∫ x, deriv n x ^ 3 := by
  have hv : ContDiff ℝ 1 (modelPotential n) := (contDiff_slope hn).pow 2
  have hw : Continuous (deriv (modelPotential n)) := (contDiff_one_iff_deriv.1 hv).2
  have hp : modelPotential (fun x => n (x - a)) = fun x => modelPotential n (x - a) := by
    funext x
    simp only [modelPotential, deriv_comp_sub_const]
  have i1 : Integrable (fun x => n x * (x * deriv (modelPotential n) x)) :=
    (hn.continuous.mul (continuous_id.mul hw)).integrable_of_hasCompactSupport hc.mul_right
  have i2 : Integrable (fun x => n x * deriv (modelPotential n) x) :=
    (hn.continuous.mul hw).integrable_of_hasCompactSupport hc.mul_right
  -- move the origin along with the density
  have shift : ∫ x, n (x - a) * (x * deriv (modelPotential n) (x - a))
      = ∫ x, (n x * (x * deriv (modelPotential n) x)
          + a * (n x * deriv (modelPotential n) x)) := by
    rw [← integral_sub_right_eq_self (fun x => n x * (x * deriv (modelPotential n) x)
          + a * (n x * deriv (modelPotential n) x)) a]
    refine integral_congr_ae (Eventually.of_forall fun x => ?_)
    dsimp only
    ring
  simp only [virialEnergy, hp, deriv_comp_sub_const]
  rw [shift, integral_add i1 (i2.const_mul a), integral_const_mul,
    integral_density_mul_gradient hn hc]
  ring
```

## A density for which the shift is not zero

To differentiate the test density across its edges, we need the power rule for $\max(x,0)^{k+2}$. Away from zero it is the ordinary rule or the derivative of a constant; at zero both one-sided derivatives vanish.

```lean
/-- The powers `max(x,0)^(k+2)` are differentiable everywhere, with the usual power rule. -/
theorem hasDerivAt_max_pow (k : ℕ) (x : ℝ) :
    HasDerivAt (fun y : ℝ => max y 0 ^ (k + 2)) ((k + 2) * max x 0 ^ (k + 1)) x := by
  have hpow : HasDerivAt (fun y : ℝ => y ^ (k + 2)) ((k + 2) * x ^ (k + 1)) x :=
    (hasDerivAt_pow (k + 2) x).congr_deriv (by push_cast; rfl)
  rcases lt_trichotomy x 0 with hx | rfl | hx
  · refine ((hasDerivAt_const x (0 : ℝ)).congr_of_eventuallyEq ?_).congr_deriv ?_
    · filter_upwards [Iio_mem_nhds hx] with y hy
      simp [max_eq_right (le_of_lt (Set.mem_Iio.1 hy))]
    · simp [max_eq_right hx.le]
  · rw [← hasDerivWithinAt_univ, ← Set.Iic_union_Ici (a := (0 : ℝ))]
    refine HasDerivWithinAt.union ?_ ?_
    · refine ((hasDerivWithinAt_const (0 : ℝ) _ (0 : ℝ)).congr (fun y hy => ?_) ?_).congr_deriv ?_
      · simp [max_eq_right (Set.mem_Iic.1 hy)]
      · simp
      · simp
    · refine (hpow.hasDerivWithinAt.congr (fun y hy => ?_) ?_).congr_deriv ?_
      · simp [max_eq_left (Set.mem_Ici.1 hy)]
      · simp
      · simp
  · rw [max_eq_left hx.le]
    refine hpow.congr_of_eventuallyEq ?_
    filter_upwards [Ioi_mem_nhds hx] with y hy
    simp [max_eq_left (le_of_lt (Set.mem_Ioi.1 hy))]
```

Thus $\max(x,0)^3$ has first derivative $3\max(x,0)^2$ and second derivative $6\max(x,0)$, which is continuous. Composition and multiplication by $x$ preserve $C^2$. The density vanishes outside $[0,1]$ and is nonnegative inside.

```lean
/-- The lopsided density is admissible. -/
theorem skewDensity_isDensity : IsDensity skewDensity := by
  have d2 : ∀ x : ℝ, HasDerivAt (fun y : ℝ => max y 0 ^ 2) (2 * max x 0) x := fun x =>
    (hasDerivAt_max_pow 0 x).congr_deriv (by norm_num)
  have d3 : ∀ x : ℝ, HasDerivAt (fun y : ℝ => max y 0 ^ 3) (3 * max x 0 ^ 2) x := fun x =>
    (hasDerivAt_max_pow 1 x).congr_deriv (by norm_num)
  have c2 : ContDiff ℝ 1 (fun y : ℝ => max y 0 ^ 2) := by
    refine contDiff_one_iff_deriv.2 ⟨fun x => (d2 x).differentiableAt, ?_⟩
    rw [funext fun x => (d2 x).deriv]
    fun_prop
  have c3 : ContDiff ℝ (1 + 1) (fun y : ℝ => max y 0 ^ 3) := by
    refine contDiff_succ_iff_deriv.2 ⟨fun x => (d3 x).differentiableAt, by simp, ?_⟩
    rw [funext fun x => (d3 x).deriv]
    exact contDiff_const.mul c2
  rw [one_add_one_eq_two] at c3
  refine ⟨?_, ?_, fun x => ?_⟩
  · exact contDiff_id.mul (c3.comp (contDiff_id.mul (contDiff_const.sub contDiff_id)))
  · refine HasCompactSupport.intro (isCompact_Icc (a := (0 : ℝ)) (b := 1)) fun x hx => ?_
    have hu : x * (1 - x) ≤ 0 := by
      by_contra h
      exact hx ⟨by nlinarith, by nlinarith⟩
    simp [skewDensity, max_eq_right hu]
  · rcases le_total 0 x with hx | hx
    · unfold skewDensity
      positivity
    · have hu : x * (1 - x) ≤ 0 := by nlinarith
      simp [skewDensity, max_eq_right hu]
```

With $u=\max(x(1-x),0)$, the product and chain rules give $n'=u^3+3xu^2(1-2x)$.

```lean
/-- The slope of the lopsided density in closed form. -/
theorem deriv_skewDensity (x : ℝ) : deriv skewDensity x =
    max (x * (1 - x)) 0 ^ 3 + x * (3 * max (x * (1 - x)) 0 ^ 2 * (1 - 2 * x)) := by
  have hu : HasDerivAt (fun y : ℝ => y * (1 - y)) (1 - 2 * x) x :=
    ((hasDerivAt_id' x).fun_mul ((hasDerivAt_id' x).const_sub 1)).congr_deriv (by ring)
  have hc := HasDerivAt.comp x (hasDerivAt_max_pow 1 (x * (1 - x))) hu
  have h : HasDerivAt skewDensity _ x := (hasDerivAt_id' x).fun_mul hc
  rw [h.deriv]

  push_cast
  ring
```

On $[0,1]$ this is $x^3(1-x)^2(4-7x)$. Expanding the cube and integrating term by term gives

$$\int_0^1x^9(1-x)^6(4-7x)^3dx=-\frac{3}{1616615}.$$

The proof differentiates the explicit primitive and evaluates it at the endpoints. A shift by $a$ therefore changes $E$ by $-3a/1616615$. The number is small because $\int n\,dx=1/280$; for the density rescaled to one particle, the coefficient of $a$ is $-1881600/46189\approx-40.7$.

```lean
/-- For the lopsided density the integral of `(n')³` equals `-3/1616615`. -/
theorem integral_slope_cubed_skewDensity :
    ∫ x, deriv skewDensity x ^ 3 = -3 / 1616615 := by
  have hs : Function.support (fun x => deriv skewDensity x ^ 3) ⊆ Set.Ioc 0 1 := by
    intro x hx
    by_contra h
    have hu : x * (1 - x) ≤ 0 := by
      by_contra h'
      exact h ⟨by nlinarith, by nlinarith⟩
    exact hx (by simp [deriv_skewDensity, max_eq_right hu])
  have hcont : Continuous (fun x => deriv skewDensity x ^ 3) :=
    (contDiff_slope skewDensity_isDensity.smooth).continuous.pow 3
  rw [← intervalIntegral.integral_eq_integral_of_support_subset hs]
  -- on the unit interval the integrand is a polynomial with an explicit primitive
  have hF : ∀ x ∈ Set.uIcc (0 : ℝ) 1, HasDerivAt (fun x : ℝ => 32 / 5 * x ^ 10
      + -720 / 11 * x ^ 11 + 297 * x ^ 12 + -10191 / 13 * x ^ 13 + 9279 / 7 * x ^ 14
      + -7443 / 5 * x ^ 15 + 1110 * x ^ 16 + -9009 / 17 * x ^ 17 + 147 * x ^ 18
      + -343 / 19 * x ^ 19) (deriv skewDensity x ^ 3) x := by
    intro x hx
    rw [Set.uIcc_of_le zero_le_one] at hx
    have hu : 0 ≤ x * (1 - x) := mul_nonneg hx.1 (by linarith [hx.2])
    have h := fun (c : ℝ) (k : ℕ) => (hasDerivAt_pow k x).const_mul c
    refine ((((((((((h (32 / 5) 10).fun_add (h (-720 / 11) 11)).fun_add (h 297 12)).fun_add
      (h (-10191 / 13) 13)).fun_add (h (9279 / 7) 14)).fun_add (h (-7443 / 5) 15)).fun_add
      (h 1110 16)).fun_add (h (-9009 / 17) 17)).fun_add (h 147 18)).fun_add
      (h (-343 / 19) 19)).congr_deriv ?_
    rw [deriv_skewDensity, max_eq_left hu]
    push_cast
    ring
  rw [intervalIntegral.integral_eq_sub_of_hasDerivAt hF (hcont.intervalIntegrable 0 1)]
  norm_num
```

## Two paths to the same density

For a general potential, origin dependence alone does not rule out a parent functional: the fixed potential $v(x)=x$ has the origin-dependent virial energy $-\int x\,n\,dx$, yet it is the functional derivative of $\int x\,n\,dx$. The proof below, for $v=(n')^2$, compares changes of $F$ along two paths. It uses the elementary fact that if $g'(s)=a+bs+cs^2$, then

$$g(2)-g(1)=a+\tfrac32b+\tfrac73c .$$

```lean
/-- A quantity whose rate of change is quadratic changes between 1 and 2 by the integrated rate. -/
theorem quadratic_increment {g : ℝ → ℝ} {a b c : ℝ}
    (h : ∀ s, 0 < s → HasDerivAt g (a + b * s + c * s ^ 2) s) :
    g 2 - g 1 = a + 3 / 2 * b + 7 / 3 * c := by
  have hI : IntervalIntegrable (fun s : ℝ => a + b * s + c * s ^ 2) volume 1 2 :=
    (by fun_prop : Continuous fun s : ℝ => a + b * s + c * s ^ 2).intervalIntegrable 1 2
  have hp : ∀ s ∈ Set.uIcc (1 : ℝ) 2, HasDerivAt
      (fun s : ℝ => a * s + b / 2 * s ^ 2 + c / 3 * s ^ 3) (a + b * s + c * s ^ 2) s := by
    intro s _
    exact ((((hasDerivAt_id' s).const_mul a).fun_add ((hasDerivAt_pow 2 s).const_mul
      (b / 2))).fun_add ((hasDerivAt_pow 3 s).const_mul (c / 3))).congr_deriv
      (by push_cast; ring)
  have e1 := intervalIntegral.integral_eq_sub_of_hasDerivAt (fun s hs => h s (by
    rw [Set.uIcc_of_le (by norm_num)] at hs
    linarith [hs.1])) hI
  have e2 := intervalIntegral.integral_eq_sub_of_hasDerivAt hp hI
  rw [← e1, e2]
  ring
```

Suppose $F$ exists. Take the test density $n$, set $m=sn+tn^2$ with $s,t>0$, and let $M_k=\int n^k(n')^2dx$. Since $m'=(s+2tn)n'$, the directions $n$ and $n^2$ give

$$\partial_sF=s^2M_1+4stM_2+4t^2M_3,\qquad
\partial_tF=s^2M_2+4stM_3+4t^2M_4 .$$

Both directions are allowed, because $s$ and $t$ remain positive under small steps. From $(s,t)=(1,1)$ to $(2,2)$, changing $s$ first gives

$$\left(\tfrac73M_1+6M_2+4M_3\right)+\left(4M_2+12M_3+\tfrac{28}{3}M_4\right),$$

while changing $t$ first gives

$$\left(M_2+6M_3+\tfrac{28}{3}M_4\right)+\left(\tfrac73M_1+12M_2+16M_3\right).$$

Both must equal $F[2n+2n^2]-F[n+n^2]$, so $3M_2+6M_3=0$. But $M_3\ge0$, and $M_2>0$ because its continuous, nonnegative integrand is nonzero at $x=1/2$. This is a contradiction.

In the proof, `step` computes the rate in either direction, and `hs` and `ht` turn it into the two partial derivatives. The edge increments are `a1`, `a2`, `b1` and `b2`; `linarith` combines them with the signs of $M_2$ and $M_3$.

```lean
/-- The model potential `(n')²` is not the functional derivative of any density functional. -/
theorem modelPotential_not_functionalDerivative :
    ¬ ∃ F : (ℝ → ℝ) → ℝ, IsFunctionalDerivative F modelPotential := by
  rintro ⟨F, hF⟩
  obtain ⟨n, hn, x₀, hx₀⟩ : ∃ n, IsDensity n ∧ ∃ x, n x ^ 2 * deriv n x ^ 2 ≠ 0 := by
    refine ⟨skewDensity, skewDensity_isDensity, 1 / 2, ?_⟩
    have hm : max ((1 / 2 : ℝ) * (1 - 1 / 2)) 0 = 1 / 4 := by norm_num
    rw [deriv_skewDensity, skewDensity, hm]
    norm_num
  have hd : ∀ x, HasDerivAt n (deriv n x) x := fun x =>
    (hn.smooth.differentiable (by norm_num) x).hasDerivAt
  have hcont : ∀ k : ℕ, Continuous (fun x => n x ^ k * deriv n x ^ 2) := fun k =>
    (hn.smooth.continuous.pow k).mul ((contDiff_slope hn.smooth).continuous.pow 2)
  have hsupp : ∀ k : ℕ, HasCompactSupport (fun x => n x ^ k * deriv n x ^ 2) := fun k =>
    HasCompactSupport.intro hn.compact.deriv.isCompact fun x hx => by
      simp [image_eq_zero_of_notMem_tsupport hx]
  have hI : ∀ k : ℕ, Integrable (fun x => n x ^ k * deriv n x ^ 2) := fun k =>
    (hcont k).integrable_of_hasCompactSupport (hsupp k)
  obtain ⟨M, hM⟩ : ∃ M : ℕ → ℝ, ∀ k, M k = ∫ x, n x ^ k * deriv n x ^ 2 :=
    ⟨_, fun _ => rfl⟩
  -- rate of change of F at the density s n + t n² in the direction of a power of n
  have step : ∀ s t : ℝ, 0 < s → 0 < t → ∀ j : ℕ,
      (∀ᶠ r in 𝓝 (0 : ℝ), ∀ x, 0 ≤ (s * n x + t * n x ^ 2) + r * n x ^ (j + 1)) →
      HasDerivAt (fun r : ℝ => F (fun x => (s * n x + t * n x ^ 2) + r * n x ^ (j + 1)))
        (s ^ 2 * M (j + 1) + 4 * s * t * M (j + 2) + 4 * t ^ 2 * M (j + 3)) 0 := by
    intro s t hs ht j hev
    have hm : IsDensity (fun x => s * n x + t * n x ^ 2) := by
      refine ⟨(contDiff_const.mul hn.smooth).add (contDiff_const.mul (hn.smooth.pow 2)),
        HasCompactSupport.intro hn.compact.isCompact fun x hx => by
          simp [image_eq_zero_of_notMem_tsupport hx], fun x => ?_⟩
      have := hn.nonneg x
      positivity
    refine (hF _ (fun x => n x ^ (j + 1)) hm (hn.smooth.pow (j + 1))
      (HasCompactSupport.intro hn.compact.isCompact fun x hx => by
        simp [image_eq_zero_of_notMem_tsupport hx]) hev).congr_deriv ?_
    have A : Integrable (fun x => s ^ 2 * (n x ^ (j + 1) * deriv n x ^ 2)
        + 4 * s * t * (n x ^ (j + 2) * deriv n x ^ 2)) :=
      ((hI (j + 1)).const_mul _).add ((hI (j + 2)).const_mul _)
    rw [hM, hM, hM, ← integral_const_mul, ← integral_const_mul, ← integral_const_mul,
      ← integral_add ((hI (j + 1)).const_mul _) ((hI (j + 2)).const_mul _),
      ← integral_add A ((hI (j + 3)).const_mul _)]
    refine integral_congr_ae (Eventually.of_forall fun x => ?_)
    have hx : deriv (fun x => s * n x + t * n x ^ 2) x
        = s * deriv n x + t * (2 * n x * deriv n x) :=
      ((((hd x).const_mul s).fun_add (((hd x).fun_pow 2).const_mul t)).congr_deriv
        (by push_cast; ring)).deriv
    simp only [modelPotential, hx]
    ring
  have hs : ∀ t, 0 < t → ∀ s, 0 < s → HasDerivAt (fun r : ℝ => F (fun x => r * n x + t * n x ^ 2))
      (4 * t ^ 2 * M 3 + 4 * t * M 2 * s + M 1 * s ^ 2) s := by
    intro t ht s hs
    have h := step s t hs ht 0 (by
      filter_upwards [Ioi_mem_nhds (neg_lt_zero.2 hs)] with r hr x
      have h1 : 0 ≤ s + r := by linarith [Set.mem_Ioi.1 hr]
      have h2 := hn.nonneg x
      have h3 : 0 ≤ (s + r) * n x + t * n x ^ 2 := by positivity
      exact h3.trans_eq (by ring))
    rw [← sub_self s] at h
    refine ((HasDerivAt.comp_sub_const s s h).congr_of_eventuallyEq
      (Eventually.of_forall fun r => ?_)).congr_deriv (by ring)
    dsimp only
    congr 1
    funext x
    ring
  have ht : ∀ s, 0 < s → ∀ t, 0 < t → HasDerivAt (fun r : ℝ => F (fun x => s * n x + r * n x ^ 2))
      (s ^ 2 * M 2 + 4 * s * M 3 * t + 4 * M 4 * t ^ 2) t := by
    intro s hs t ht
    have h := step s t hs ht 1 (by
      filter_upwards [Ioi_mem_nhds (neg_lt_zero.2 ht)] with r hr x
      have h1 : 0 ≤ t + r := by linarith [Set.mem_Ioi.1 hr]
      have h2 := hn.nonneg x
      have h3 : 0 ≤ s * n x + (t + r) * n x ^ 2 := by positivity
      exact h3.trans_eq (by ring))
    rw [← sub_self t] at h
    refine ((HasDerivAt.comp_sub_const t t h).congr_of_eventuallyEq
      (Eventually.of_forall fun r => ?_)).congr_deriv (by ring)
    dsimp only
    congr 1
    funext x
    ring
  -- the two edge paths around the square disagree
  have a1 := quadratic_increment (hs 1 one_pos)
  have a2 := quadratic_increment (hs 2 two_pos)
  have b1 := quadratic_increment (ht 1 one_pos)
  have b2 := quadratic_increment (ht 2 two_pos)
  have p2 : 0 < M 2 := by
    rw [hM]
    exact (hcont 2).integral_pos_of_hasCompactSupport_nonneg_nonzero (hsupp 2)
      (fun x => by positivity) hx₀
  have p3 : 0 ≤ M 3 := by
    rw [hM]
    exact integral_nonneg fun x => mul_nonneg (pow_nonneg (hn.nonneg x) 3) (sq_nonneg _)

  linarith

end

end VirialOriginDependence
```

```lean
#print axioms VirialOriginDependence.virialEnergy_translate
-- 'VirialOriginDependence.virialEnergy_translate' depends on axioms: [propext, Classical.choice, Quot.sound]
#print axioms VirialOriginDependence.integral_slope_cubed_skewDensity
-- 'VirialOriginDependence.integral_slope_cubed_skewDensity' depends on axioms: [propext, Classical.choice, Quot.sound]
#print axioms VirialOriginDependence.modelPotential_not_functionalDerivative
-- 'VirialOriginDependence.modelPotential_not_functionalDerivative' depends on axioms: [propext, Classical.choice, Quot.sound]
```
